# For a faithful group action, f(g⁻¹x) always preserves the order of products, and f(gx) does so only when the group is commutative

## Two exchanges that are their own inverses

I have three equivalent sites 0, 1, 2 with one orbital on each. Let g exchange sites 0 and 1, let h exchange sites 1 and 2, and let gh mean "h first, then g". Each exchange is its own inverse, so for g or h alone f(gx) and f(g⁻¹x) are the same function. But gh sends site 0 to site 1, while the rule f(x) → f(ghx) moves the orbital on site 0 to site 2. Why does the inverse suddenly matter for the product, and could I leave it out if my symmetry group were commutative?

## The outer operator substitutes first

It matters because composing operators on functions reverses the order of substitutions, and the inverse reverses it back. For a group G acting on a set X and f: X → ℂ, define

(L_g f)(x) = f(g⁻¹x),  (R_g f)(x) = f(gx).

Then

(L_g L_h f)(x) = (L_h f)(g⁻¹x) = f(h⁻¹g⁻¹x) = f((gh)⁻¹x) = (L_gh f)(x),

(R_g R_h f)(x) = (R_h f)(gx) = f(hgx) = (R_hg f)(x).

The error that hides the effect is to write (R_g R_h f)(x) = f(ghx). The outer operator R_g replaces x by gx first, and h then acts on gx.

So R_gh = R_g R_h means f(ghx) = f(hgx) for every f and x. Let δ_a be the site orbital, equal to 1 at a and 0 elsewhere. Choosing f = δ_a with a = ghx gives 1 = δ_a(hgx), hence hgx = ghx. Conversely, if gh and hg move every point alike, the operators agree. A faithful action is one in which only equal group elements move all points alike, so the law holds for all g, h exactly when G is commutative. In your example gh sends 0 to 1 and hg sends 0 to 2, so it fails.

A commutative group does let you keep the product law without the inverse, but the orbitals may still move the wrong way. Since g⁻¹x = a means x = ga, and gx = a means x = g⁻¹a,

L_g δ_a = δ_(ga),  R_g δ_a = δ_(g⁻¹a).

For a threefold rotation, R_g turns the orbitals backwards. The first formula also shows that a faithful action makes L faithful: if L_g = L_h, then ga = ha for every a, so g = h.

In the Lean file, `MulAction G X` is the action, written `g • x`, and `FaithfulSMul G X` is faithfulness. `L X g` and `R X g` have type `Module.End ℂ (X → ℂ)`: they are complex-linear operators, and `*` between them is composition. This `R` is not the textbook right regular representation, which acts on functions on the group by f(x) → f(xg) and does preserve products.

```lean
import Mathlib

namespace OrbitalAction

variable {G : Type*} [Group G] (X : Type*) [MulAction G X]

/-- The operator `L_g` on complex functions on `X`, given by `(L_g f)(x) = f(g⁻¹ x)`. -/
def L (g : G) : Module.End ℂ (X → ℂ) where
  toFun f := fun x => f (g⁻¹ • x)
  map_add' _ _ := rfl
  map_smul' _ _ := rfl

/-- The operator `R_g` on complex functions on `X`, given by `(R_g f)(x) = f(g x)`. -/
def R (g : G) : Module.End ℂ (X → ℂ) where
  toFun f := fun x => f (g • x)
  map_add' _ _ := rfl
  map_smul' _ _ := rfl

variable {X}

/-- The orbital localised on the site `a`: it is one at `a` and zero at every other point. -/
def siteOrbital [DecidableEq X] (a x : X) : ℂ := if x = a then 1 else 0

/-- `L_g` carries the orbital on site `a` to the orbital on the moved site `g a`. -/
theorem L_siteOrbital [DecidableEq X] (g : G) (a : X) :
    L X g (siteOrbital a) = siteOrbital (g • a) := by
  funext x
  show (if g⁻¹ • x = a then (1 : ℂ) else 0) = if x = g • a then 1 else 0
  exact if_congr inv_smul_eq_iff rfl rfl

/-- `R_g` carries the orbital on site `a` to the orbital on the site `g⁻¹ a`. -/
theorem R_siteOrbital [DecidableEq X] (g : G) (a : X) :
    R X g (siteOrbital a) = siteOrbital (g⁻¹ • a) := by
  funext x
  show (if g • x = a then (1 : ℂ) else 0) = if x = g⁻¹ • a then 1 else 0
  exact if_congr eq_inv_smul_iff.symm rfl rfl

variable (X)

/-- The operators `L_g` multiply in the same order as the group elements. -/
theorem L_mul (g h : G) : L X (g * h) = L X g * L X h := by
  refine LinearMap.ext fun f => funext fun x => ?_
  show f ((g * h)⁻¹ • x) = f (h⁻¹ • g⁻¹ • x)
  rw [mul_inv_rev, mul_smul]

/-- The operators `R_g` multiply in the order opposite to that of the group elements. -/
theorem R_mul_reversed (g h : G) : R X (g * h) = R X h * R X g := by
  refine LinearMap.ext fun f => funext fun x => ?_
  show f ((g * h) • x) = f (g • h • x)
  rw [mul_smul]

/-- For a given pair `g`, `h`, the law `R_gh = R_g R_h` holds exactly when `gh` and `hg`
move every point of `X` in the same way. -/
theorem R_mul_iff (g h : G) :
    R X (g * h) = R X g * R X h ↔ ∀ x : X, (g * h) • x = (h * g) • x := by
  classical
  constructor
  · intro H x
    -- test both operators on the orbital localised at the site `(gh) x`
    have key : siteOrbital ((g * h) • x) ((g * h) • x)
        = siteOrbital ((g * h) • x) (h • g • x) :=
      congrFun (LinearMap.congr_fun H (siteOrbital ((g * h) • x))) x
    by_contra hne
    have hne' : ¬ h • g • x = (g * h) • x := fun e => hne (by rw [← e, mul_smul])
    rw [siteOrbital, siteOrbital, if_pos rfl, if_neg hne'] at key
    exact one_ne_zero key
  · intro H
    refine LinearMap.ext fun f => funext fun x => ?_
    show f ((g * h) • x) = f (h • g • x)
    rw [H x, mul_smul]

/-- Let `G` act faithfully on `X`. Then `L_gh = L_g L_h` for all `g`, `h`, whereas
`R_gh = R_g R_h` for all `g`, `h` if and only if `G` is commutative. -/
theorem L_mul_and_R_mul_iff_commutative [FaithfulSMul G X] :
    (∀ g h : G, L X (g * h) = L X g * L X h) ∧
      ((∀ g h : G, R X (g * h) = R X g * R X h) ↔ ∀ g h : G, g * h = h * g) := by
  refine ⟨L_mul X, fun H g h => ?_, fun H g h => ?_⟩
  · -- faithfulness: elements that move all points alike are equal
    exact FaithfulSMul.eq_of_smul_eq_smul fun x : X => (R_mul_iff X g h).1 (H g h) x
  · exact (R_mul_iff X g h).2 fun x => by rw [H g h]

/-- If `G` acts faithfully on `X`, then distinct group elements give distinct
operators `L_g`. -/
theorem L_injective [FaithfulSMul G X] :
    Function.Injective (fun g : G => L X g) := by
  classical
  intro g h e
  have e' : L X g = L X h := e
  refine FaithfulSMul.eq_of_smul_eq_smul fun a : X => ?_
  -- compare the two images of the orbital on site `a`
  have key := congrFun (LinearMap.congr_fun e' (siteOrbital a)) (g • a)
  rw [L_siteOrbital, L_siteOrbital] at key
  by_contra hne
  rw [siteOrbital, siteOrbital, if_pos rfl, if_neg hne] at key
  exact one_ne_zero key

/-- For permutations of three equivalent sites, the exchange `g` of sites 0 and 1 and the
exchange `h` of sites 1 and 2 violate the law `R_gh = R_g R_h`. -/
theorem R_mul_fails_three_sites :
    R (Fin 3) (Equiv.swap (0 : Fin 3) 1 * Equiv.swap (1 : Fin 3) 2)
      ≠ R (Fin 3) (Equiv.swap (0 : Fin 3) 1) * R (Fin 3) (Equiv.swap (1 : Fin 3) 2) := by
  intro H
  -- the two products send site 0 to different sites
  exact absurd ((R_mul_iff (Fin 3) _ _).1 H 0) (by decide)

end OrbitalAction
```

```lean
#print axioms OrbitalAction.R_mul_reversed
-- 'OrbitalAction.R_mul_reversed' depends on axioms: [propext, Classical.choice, Quot.sound]
#print axioms OrbitalAction.L_mul_and_R_mul_iff_commutative
-- 'OrbitalAction.L_mul_and_R_mul_iff_commutative' depends on axioms: [propext, Classical.choice, Quot.sound]
#print axioms OrbitalAction.L_injective
-- 'OrbitalAction.L_injective' depends on axioms: [propext, Classical.choice, Quot.sound]
#print axioms OrbitalAction.R_mul_fails_three_sites
-- 'OrbitalAction.R_mul_fails_three_sites' depends on axioms: [propext, Classical.choice, Quot.sound]
```

`L_mul` and `R_mul_reversed` are the two displayed computations: extensionality reduces each operator equation to values at a point x, and `mul_smul` splits the action of a product. `L_siteOrbital` and `R_siteOrbital` rewrite the condition for the value 1, as above.

`R_mul_iff` treats a single pair g, h and needs no faithfulness. Its `key` evaluates both operators on the orbital at ghx; if hgx were a different site, this would read 1 = 0. `L_mul_and_R_mul_iff_commutative` then uses faithfulness to turn equal motion of all points into gh = hg. `L_injective` compares the images of a site orbital under L_g and L_h. `R_mul_fails_three_sites` is your example, with `decide` checking that the two products send site 0 to different sites.

X may be finite or infinite, and the functions are scalar, so spinors are excluded. With X as the set of sites, each site carries one orbital without internal orientation; with X as ordinary space, f can be any scalar wavefunction, including a p orbital. The step left to the physics is passing from all functions to square-integrable states, on which the symmetry operators should be unitary.

For such scalar one-particle functions, the result bears on constructing symmetry-adapted orbitals in electronic structure, where the operators are expected to multiply as the symmetry operations do.
